# For $L^2=l(l+1)$, the only possible eigenvalues of $L\cdot\sigma$ are $l$ and $-(l+1)$

Angular momenta are measured in units of $\hbar$, so $\hbar=1$. Components are numbered 0, 1, 2 for $x$, $y$, $z$, as in the code. The orbital angular momentum has components $L_i$, and the Pauli elements $\sigma_i$ are written $s_i$. The spin itself is $s/2$.

```lean
import Mathlib

open Matrix
open scoped Kronecker

namespace SpinOrbitEigenvalues

noncomputable section

variable {A : Type*} [Ring A] [Algebra ℂ A]
```

The last line introduces `A`, a ring whose elements can also be multiplied by complex numbers. Its elements play the part of operators. Their products need not commute, and no dimension or inner product is assumed.

```lean
/-- The relations of an orbital angular momentum `L` (with ħ = 1) and Pauli elements `s`
that commute with it. -/
structure SpinOrbitAlgebra (L s : Fin 3 → A) : Prop where
  L01 : L 0 * L 1 - L 1 * L 0 = Complex.I • L 2
  L12 : L 1 * L 2 - L 2 * L 1 = Complex.I • L 0
  L20 : L 2 * L 0 - L 0 * L 2 = Complex.I • L 1
  sq : ∀ i, s i * s i = 1
  s01 : s 0 * s 1 = Complex.I • s 2
  s12 : s 1 * s 2 = Complex.I • s 0
  s20 : s 2 * s 0 = Complex.I • s 1
  comm : ∀ i j, L i * s j = s j * L i
```

`Fin 3 → A` is the type of triples of elements of `A`. The structure collects the relations required of two such triples. The symbol `•` multiplies an algebra element by a number, so `L01` reads
$$L_0L_1-L_1L_0=iL_2,$$
and `L12` and `L20` are its cyclic versions. The Pauli elements satisfy $s_i^2=1$ and $s_0s_1=is_2$ with its cyclic versions. The field `comm` says that every $L_i$ commutes with every $s_j$, because orbital motion and spin are separate degrees of freedom. Hermiticity is not required.

```lean
/-- The spin-orbit operator `L · σ`. -/
def spinOrbit (L s : Fin 3 → A) : A := ∑ i, L i * s i
```

This is $X=L\cdot\sigma=\sum_i L_is_i$. The usual $L\cdot S$ is $X/2$.

```lean
/-- The square of a vector operator, the sum of the squares of its components. -/
def vecSq (L : Fin 3 → A) : A := ∑ i, L i * L i
```

For any triple, `vecSq` is the sum of the squared components. Applied to $L$, it gives $L^2$.

```lean
/-- The total angular momentum `J = L + σ/2`. -/
def totalJ (L s : Fin 3 → A) : Fin 3 → A := fun i => L i + (1 / 2 : ℂ) • s i
```

The total angular momentum is $J_i=L_i+\tfrac12 s_i$.

## The quadratic equation for $L\cdot\sigma$

```lean
/-- If `a² = 1` and `a b = i c`, then `a c = -i b`; this reverses the Pauli products. -/
theorem pauli_reverse {a b c : A} (ha : a * a = 1) (h : a * b = Complex.I • c) :
    a * c = -(Complex.I • b) := by
  have h1 : b = Complex.I • (a * c) := by
    rw [← mul_smul_comm, ← h, ← mul_assoc, ha, one_mul]
  have h2 : Complex.I • b = -(a * c) := by
    calc Complex.I • b = Complex.I • (Complex.I • (a * c)) := congrArg (Complex.I • ·) h1
      _ = -(a * c) := by rw [smul_smul, Complex.I_mul_I, neg_one_smul]
  rw [h2, neg_neg]
```

The structure lists the Pauli products in cyclic order only, and this lemma supplies the reversed ones. Suppose $a^2=1$ and $ab=ic$. Multiplying the second equation by $a$ from the left gives $b=i\,ac$, and multiplying by $i$ gives $ib=-ac$. Hence $ac=-ib$. With $a=s_1$, $b=s_2$, $c=s_0$ this reads $s_1s_0=-is_2$.

```lean
/-- The spin-orbit operator `X = L · σ` satisfies `X² + X = L²`. -/
theorem spinOrbit_sq_add {L s : Fin 3 → A} (h : SpinOrbitAlgebra L s) :
    spinOrbit L s * spinOrbit L s + spinOrbit L s = vecSq L := by
  -- orbital and spin factors can be sorted
  have hm : ∀ i j, L i * s i * (L j * s j) = L i * L j * (s i * s j) := by
    intro i j
    calc L i * s i * (L j * s j) = L i * (s i * L j) * s j := by simp only [mul_assoc]
      _ = L i * (L j * s i) * s j := by rw [h.comm j i]
      _ = L i * L j * (s i * s j) := by simp only [mul_assoc]
  have s10 := pauli_reverse (h.sq 1) h.s12
  have s21 := pauli_reverse (h.sq 2) h.s20
  have s02 := pauli_reverse (h.sq 0) h.s01
  -- each commutator contributes one term of `-X`
  have e : ∀ a b c t : A, a * b - b * a = Complex.I • c →
      Complex.I • (a * b * t) - Complex.I • (b * a * t) = -(c * t) := by
    intro a b c t hc
    rw [← smul_sub, ← sub_mul, hc, smul_mul_assoc, smul_smul, Complex.I_mul_I, neg_one_smul]
  have e2 := e _ _ _ (s 2) h.L01
  have e0 := e _ _ _ (s 0) h.L12
  have e1 := e _ _ _ (s 1) h.L20
  simp only [spinOrbit, vecSq, Fin.sum_univ_three, mul_add, add_mul, hm, h.sq, h.s01, h.s12,
    h.s20, s10, s21, s02, mul_one, mul_neg, mul_smul_comm]
  linear_combination (norm := module) e0 + e1 + e2
```

The hypothesis `h` says that $L$ and $s$ satisfy the relations, and the conclusion is $X^2+X=L^2$. By hand, first move the spin factors to the right:
$$X^2=\sum_{i,j}L_is_iL_js_j=\sum_{i,j}L_iL_j\,s_is_j.$$
The terms with $i=j$ add up to $L^2$. The other six combine in pairs:
$$i(L_0L_1-L_1L_0)s_2+i(L_1L_2-L_2L_1)s_0+i(L_2L_0-L_0L_2)s_1.$$
Each commutator supplies another factor $i$, so the sum is $-(L_2s_2+L_0s_0+L_1s_1)=-X$.

In the Lean proof, `hm` is the sorting step, and `s10`, `s21` and `s02` are the reversed Pauli products. The facts `e0`, `e1` and `e2` evaluate the three pairs. The `simp only` call expands the double sum, and `linear_combination` adds the three evaluated pairs to finish.

Treating the $L_i$ as commuting numbers loses the term $-X$. One would then find $X^2=L^2$ and, for $l>0$, the wrong eigenvalues $\pm\sqrt{l(l+1)}$.

The same sorting of factors gives a neighbouring identity for a spin-1/2 particle of charge $q$ in a magnetic field $B$. The components of the kinetic momentum $\pi=p-qA$, where $A$ is now the vector potential, obey $[\pi_0,\pi_1]=iqB_2$ and its cyclic versions, so $(\sigma\cdot\pi)^2=\pi^2-q\,\sigma\cdot B$. In the Pauli Hamiltonian $(\sigma\cdot\pi)^2/2m$ of an electron of mass $m$, the last term becomes the coupling $-q\,\sigma\cdot B/2m$ of the spin to the field.

```lean
/-- If `L² = l(l+1)`, the spin-orbit operator satisfies `(X - l)(X + l + 1) = 0`. -/
theorem spinOrbit_quadratic {L s : Fin 3 → A} (h : SpinOrbitAlgebra L s) {l : ℂ}
    (hl : vecSq L = (l * (l + 1)) • (1 : A)) :
    (spinOrbit L s - l • (1 : A)) * (spinOrbit L s + (l + 1) • (1 : A)) = 0 := by
  have h1 := spinOrbit_sq_add h
  simp only [sub_mul, mul_add, smul_mul_assoc, mul_smul_comm, one_mul, mul_one]
  linear_combination (norm := module) h1 + hl
```

The new hypothesis `hl` states $L^2=l(l+1)$, where the number on the right stands for that multiple of the identity. Physically, it restricts attention to one shell of fixed $l$. It is assumed here, and $l$ may be any complex number; the quantisation of $l$ is not derived. Expanding the product gives
$$(X-l)(X+l+1)=X^2+X-l(l+1)=L^2-l(l+1)=0.$$
The proof does the same: `simp only` multiplies out, and the last line combines the previous theorem with `hl`.

## Eigenvalues and the splitting of states

```lean
section States

variable {V : Type*} [AddCommGroup V] [Module ℂ V] [Module A V] [IsScalarTower ℂ A V]

/-- On any state of a shell with `L² = l(l+1)`, applying `X` twice gives `l(l+1) - X`. -/
theorem spinOrbit_twice {L s : Fin 3 → A} (h : SpinOrbitAlgebra L s) {l : ℂ}
    (hl : vecSq L = (l * (l + 1)) • (1 : A)) (v : V) :
    spinOrbit L s • spinOrbit L s • v = (l * (l + 1)) • v - spinOrbit L s • v := by
  rw [eq_sub_iff_add_eq, ← mul_smul, ← add_smul, spinOrbit_sq_add h, hl, smul_assoc, one_smul]
```

States are now vectors in a space `V` on which both the complex numbers and the elements of `A` act. `IsScalarTower` makes the two actions compatible: acting with $cT$ on $v$ gives $c$ times $Tv$. Applying $X^2+X=l(l+1)$ to a state $v$ gives
$$X(Xv)=l(l+1)v-Xv.$$

```lean
/-- If `L² = l(l+1)`, an eigenvalue of `L · σ` on a nonzero state is `l` or `-(l+1)`. -/
theorem spinOrbit_eigenvalue {L s : Fin 3 → A} (h : SpinOrbitAlgebra L s) {l μ : ℂ}
    (hl : vecSq L = (l * (l + 1)) • (1 : A)) {v : V} (hv0 : v ≠ 0)
    (hv : spinOrbit L s • v = μ • v) : μ = l ∨ μ = -(l + 1) := by
  have h2 := spinOrbit_twice h hl v
  rw [hv, smul_comm (spinOrbit L s) μ v, hv] at h2
  have h3 : ((μ - l) * (μ + l + 1)) • v = 0 := by
    linear_combination (norm := module) h2
  rcases mul_eq_zero.1 ((smul_eq_zero.1 h3).resolve_right hv0) with h4 | h4
  · left; linear_combination h4
  · right; linear_combination h4
```

Let $v\neq0$ and $Xv=\mu v$. The previous formula becomes $\mu^2v=l(l+1)v-\mu v$, that is,
$$(\mu-l)(\mu+l+1)\,v=0.$$
Since $v$ is nonzero, the number in front vanishes, and so $\mu=l$ or $\mu=-(l+1)$. In Lean, `h3` is the displayed equation, and `rcases` treats the two factors in turn.

The theorem limits the possible values without saying that both occur. In an s shell, where $L=0$, one has $X=0$ and only the value $l=0$ appears.

For one electron in a single shell with spin-orbit energy $\zeta\,L\cdot S$ and constant $\zeta$, the possible level shifts are therefore $\zeta l/2$ and $-\zeta(l+1)/2$.

```lean
/-- If `L² = l(l+1)` and `2l + 1 ≠ 0`, every state is a sum of a part on which `L · σ` acts
as `l` and a part on which it acts as `-(l+1)`. -/
theorem spinOrbit_decomposition {L s : Fin 3 → A} (h : SpinOrbitAlgebra L s) {l : ℂ}
    (hl : vecSq L = (l * (l + 1)) • (1 : A)) (h0 : 2 * l + 1 ≠ 0) (v : V) :
    ∃ u w : V, v = u + w ∧ spinOrbit L s • u = l • u ∧
      spinOrbit L s • w = (-(l + 1)) • w := by
  have h2 := spinOrbit_twice h hl v
  refine ⟨(2 * l + 1)⁻¹ • (spinOrbit L s • v + (l + 1) • v),
    (2 * l + 1)⁻¹ • (l • v - spinOrbit L s • v), ?_, ?_, ?_⟩
  · generalize spinOrbit L s • v = y
    have h3 : (y + (l + 1) • v) + (l • v - y) = (2 * l + 1) • v := by module
    rw [← smul_add, h3, smul_smul, inv_mul_cancel₀ h0, one_smul]
  · rw [smul_comm (spinOrbit L s) (2 * l + 1)⁻¹, smul_add,
      smul_comm (spinOrbit L s) (l + 1) v, h2]
    generalize spinOrbit L s • v = y
    module
  · rw [smul_comm (spinOrbit L s) (2 * l + 1)⁻¹, smul_sub,
      smul_comm (spinOrbit L s) l v, h2]
    generalize spinOrbit L s • v = y
    module

end States
```

If $2l+1\neq0$, which holds for every physical $l$, each state can be split as $v=u+w$ with
$$u=\frac{Xv+(l+1)v}{2l+1},\qquad w=\frac{lv-Xv}{2l+1}.$$
In the sum the terms $Xv$ cancel and $v$ remains. Using the formula for $X(Xv)$,
$$Xu=\frac{l(l+1)v-Xv+(l+1)Xv}{2l+1}=lu,$$
$$Xw=\frac{lXv-l(l+1)v+Xv}{2l+1}=-(l+1)w.$$
Either part may be zero. The `refine` line supplies these two vectors, and the three bullets check the sum and the two actions of $X$. There `generalize` gives $Xv$ the name `y`, after which `module` does the linear algebra.

## The same result in terms of $J^2$

```lean
/-- The total angular momentum satisfies `J² = L² + L · σ + 3/4`. -/
theorem totalJ_sq {L s : Fin 3 → A} (h : SpinOrbitAlgebra L s) :
    vecSq (totalJ L s) = vecSq L + spinOrbit L s + (3 / 4 : ℂ) • (1 : A) := by
  have hi : ∀ i, totalJ L s i * totalJ L s i
      = L i * L i + L i * s i + (1 / 4 : ℂ) • (1 : A) := by
    intro i
    simp only [totalJ, mul_add, add_mul, smul_mul_assoc, mul_smul_comm, h.sq, ← h.comm]
    module
  simp only [vecSq, spinOrbit, hi, Fin.sum_univ_three]
  module
```

Since $L_i$ and $s_i$ commute and $s_i^2=1$,
$$J_i^2=L_i^2+\tfrac12(L_is_i+s_iL_i)+\tfrac14s_i^2=L_i^2+L_is_i+\tfrac14.$$
This is the fact `hi`. Summing over the three components gives $J^2=L^2+X+\tfrac34$.

```lean
/-- If `L² = l(l+1)`, then `J²` satisfies the quadratic equation whose roots are `j(j+1)`
with `j = l + 1/2` and `j = l - 1/2`. -/
theorem totalJ_quadratic {L s : Fin 3 → A} (h : SpinOrbitAlgebra L s) {l : ℂ}
    (hl : vecSq L = (l * (l + 1)) • (1 : A)) :
    (vecSq (totalJ L s) - ((l + 1 / 2) * (l + 3 / 2)) • (1 : A)) *
      (vecSq (totalJ L s) - ((l - 1 / 2) * (l + 1 / 2)) • (1 : A)) = 0 := by
  have e1 : vecSq (totalJ L s) - ((l + 1 / 2) * (l + 3 / 2)) • (1 : A)
      = spinOrbit L s - l • (1 : A) := by
    rw [totalJ_sq h, hl]; module
  have e2 : vecSq (totalJ L s) - ((l - 1 / 2) * (l + 1 / 2)) • (1 : A)
      = spinOrbit L s + (l + 1) • (1 : A) := by
    rw [totalJ_sq h, hl]; module
  rw [e1, e2]
  exact spinOrbit_quadratic h hl
```

The numbers subtracted from $J^2$ are the values of $j(j+1)$ for $j=l+\tfrac12$ and $j=l-\tfrac12$. Inserting $J^2=l(l+1)+X+\tfrac34$ gives
$$J^2-(l+\tfrac12)(l+\tfrac32)=X-l,$$
$$J^2-(l-\tfrac12)(l+\tfrac12)=X+l+1.$$
These are `e1` and `e2`. Their product vanishes by the quadratic equation for $X$. The upper eigenvalue $X=l$ thus belongs to $j=l+\tfrac12$ and, for $l\geq1$, $X=-(l+1)$ belongs to $j=l-\tfrac12$.

## A p electron as an explicit example

```lean
/-- The `l = 1` angular momentum matrices in the Cartesian basis. -/
def orbP : Fin 3 → Matrix (Fin 3) (Fin 3) ℂ :=
  ![!![0, 0, 0; 0, 0, -Complex.I; 0, Complex.I, 0],
    !![0, 0, Complex.I; 0, 0, 0; -Complex.I, 0, 0],
    !![0, -Complex.I, 0; Complex.I, 0, 0; 0, 0, 0]]
```

These are the $l=1$ matrices in the basis $p_x,p_y,p_z$, with entries $(L_k)_{ab}=-i\varepsilon_{kab}$. Here $\varepsilon$ is the antisymmetric symbol with $\varepsilon_{012}=1$.

```lean
/-- The three Pauli matrices. -/
def pauli : Fin 3 → Matrix (Fin 2) (Fin 2) ℂ :=
  ![!![0, 1; 1, 0], !![0, -Complex.I; Complex.I, 0], !![1, 0; 0, -1]]
```

The Pauli matrices are in their usual form, with $s_2$ diagonal.

```lean
/-- The orbital angular momentum of a p electron on the product of orbital and spin space. -/
def pL (i : Fin 3) : Matrix (Fin 3 × Fin 2) (Fin 3 × Fin 2) ℂ :=
  orbP i ⊗ₖ (1 : Matrix (Fin 2) (Fin 2) ℂ)
```

The symbol `⊗ₖ` is the Kronecker product. The orbital matrices act on the first factor of the six-dimensional space and leave the spin alone. Basis states are labelled by pairs, an orbital index and a spin index.

```lean
/-- The Pauli matrices of a p electron on the product of orbital and spin space. -/
def pS (i : Fin 3) : Matrix (Fin 3 × Fin 2) (Fin 3 × Fin 2) ℂ :=
  (1 : Matrix (Fin 3) (Fin 3) ℂ) ⊗ₖ pauli i
```

The Pauli matrices act on the second factor in the same way.

```lean
/-- The p-electron matrices satisfy all the relations, with `L² = l(l+1)` for `l = 1`. -/
theorem pShell_witness :
    SpinOrbitAlgebra pL pS ∧ vecSq pL = ((1 : ℂ) * (1 + 1)) • 1 := by
  have a01 : orbP 0 * orbP 1 = Complex.I • orbP 2 + orbP 1 * orbP 0 := by
    ext i j; fin_cases i <;> fin_cases j <;> simp [orbP, Matrix.mul_apply, Fin.sum_univ_succ]
  have a12 : orbP 1 * orbP 2 = Complex.I • orbP 0 + orbP 2 * orbP 1 := by
    ext i j; fin_cases i <;> fin_cases j <;> simp [orbP, Matrix.mul_apply, Fin.sum_univ_succ]
  have a20 : orbP 2 * orbP 0 = Complex.I • orbP 1 + orbP 0 * orbP 2 := by
    ext i j; fin_cases i <;> fin_cases j <;> simp [orbP, Matrix.mul_apply, Fin.sum_univ_succ]
  have asq : orbP 0 * orbP 0 + orbP 1 * orbP 1 + orbP 2 * orbP 2
      = ((1 : ℂ) * (1 + 1)) • 1 := by
    ext i j
    fin_cases i <;> fin_cases j <;>
      simp [orbP]
  have psq : ∀ k, pauli k * pauli k = 1 := by
    intro k
    fin_cases k <;> ext i j <;> fin_cases i <;> fin_cases j <;>
      simp [pauli, Matrix.mul_apply, Fin.sum_univ_succ]
  have p01 : pauli 0 * pauli 1 = Complex.I • pauli 2 := by
    ext i j; fin_cases i <;> fin_cases j <;> simp [pauli, Matrix.mul_apply, Fin.sum_univ_succ]
  have p12 : pauli 1 * pauli 2 = Complex.I • pauli 0 := by
    ext i j; fin_cases i <;> fin_cases j <;> simp [pauli, Matrix.mul_apply, Fin.sum_univ_succ]
  have p20 : pauli 2 * pauli 0 = Complex.I • pauli 1 := by
    ext i j; fin_cases i <;> fin_cases j <;> simp [pauli, Matrix.mul_apply, Fin.sum_univ_succ]
  -- lift the small matrix identities to the product space
  have lift : ∀ i j k, orbP i * orbP j = Complex.I • orbP k + orbP j * orbP i →
      pL i * pL j - pL j * pL i = Complex.I • pL k := by
    intro i j k hk
    rw [sub_eq_iff_eq_add]
    simp only [pL, ← Matrix.mul_kronecker_mul, mul_one]
    rw [hk, Matrix.add_kronecker, Matrix.smul_kronecker]
  have liftS : ∀ i j k, pauli i * pauli j = Complex.I • pauli k →
      pS i * pS j = Complex.I • pS k := by
    intro i j k hk
    simp only [pS, ← Matrix.mul_kronecker_mul, mul_one]
    rw [hk, Matrix.kronecker_smul]
  refine ⟨⟨lift _ _ _ a01, lift _ _ _ a12, lift _ _ _ a20, ?_, liftS _ _ _ p01,
    liftS _ _ _ p12, liftS _ _ _ p20, ?_⟩, ?_⟩
  · intro i
    simp only [pS, ← Matrix.mul_kronecker_mul, mul_one, psq, Matrix.one_kronecker_one]
  · intro i j
    simp only [pL, pS, ← Matrix.mul_kronecker_mul, mul_one, one_mul]
  · simp only [vecSq, Fin.sum_univ_three, pL, ← Matrix.mul_kronecker_mul, mul_one]
    rw [← Matrix.add_kronecker, ← Matrix.add_kronecker, asq, Matrix.smul_kronecker,
      Matrix.one_kronecker_one]
```

The six matrices satisfy every relation in the structure, and $L^2=2$, which is $l(l+1)$ at $l=1$. The general theorems therefore apply to a p electron.

The proof first checks the $3\times3$ and $2\times2$ identities entry by entry: `ext` and `fin_cases` run through the entries, and `simp` evaluates them. The steps `lift` and `liftS` carry the products to the larger space through $(P\otimes Q)(P'\otimes Q')=PP'\otimes QQ'$. The same rule shows that orbital and spin matrices commute, since both orders give $L_i\otimes s_j$.

```lean
/-- For a p electron neither factor `X - 1` nor `X + 2` of the quadratic equation is zero. -/
theorem pShell_factors_ne_zero :
    spinOrbit pL pS - (1 : ℂ) • 1 ≠ 0 ∧ spinOrbit pL pS + (2 : ℂ) • 1 ≠ 0 := by
  -- the first diagonal entry of `X` vanishes
  have hd : spinOrbit pL pS (0, 0) (0, 0) = 0 := by
    simp only [spinOrbit, Fin.sum_univ_three, pL, pS, ← Matrix.mul_kronecker_mul, mul_one,
      one_mul, Matrix.add_apply, Matrix.kroneckerMap_apply]
    simp [orbP]
  constructor
  · intro h
    have h1 := congrFun (congrFun h (0, 0)) (0, 0)
    simp [Matrix.sub_apply, hd] at h1
  · intro h
    have h1 := congrFun (congrFun h (0, 0)) (0, 0)
    simp [Matrix.add_apply, hd] at h1

end

end SpinOrbitEigenvalues
```

For the p electron the quadratic equation is $(X-1)(X+2)=0$, and the theorem says that neither factor is zero by itself. One matrix entry is enough. In the state $p_x$ with spin up, the diagonal entry of $X$ is $\sum_i(L_i)_{00}(s_i)_{00}=0$, because every $L_i$ has zero diagonal. The corresponding entries of $X-1$ and $X+2$ are then $-1$ and $2$. In the proof, `hd` is the vanishing entry, and each bullet derives a contradiction from it.

It follows that both eigenvalues occur here: every nonzero column of $X+2$ is an eigenvector with value $1$, and every nonzero column of $X-1$ is one with value $-2$. They correspond to the $p_{3/2}$ and $p_{1/2}$ levels.

```lean
#print axioms SpinOrbitEigenvalues.spinOrbit_eigenvalue
-- 'SpinOrbitEigenvalues.spinOrbit_eigenvalue' depends on axioms: [propext, Classical.choice, Quot.sound]
#print axioms SpinOrbitEigenvalues.spinOrbit_decomposition
-- 'SpinOrbitEigenvalues.spinOrbit_decomposition' depends on axioms: [propext, Classical.choice, Quot.sound]
#print axioms SpinOrbitEigenvalues.totalJ_quadratic
-- 'SpinOrbitEigenvalues.totalJ_quadratic' depends on axioms: [propext, Classical.choice, Quot.sound]
#print axioms SpinOrbitEigenvalues.pShell_factors_ne_zero
-- 'SpinOrbitEigenvalues.pShell_factors_ne_zero' depends on axioms: [propext, Classical.choice, Quot.sound]
```
